# Rates of the singularity at q = 2k_F in the free-electron Lindhard functions

For non-interacting electrons with a parabolic band in one dimension at zero temperature, with Fermi wave vector k_F and reduced wave vector x = q/2k_F, the static density response, taken with positive sign and divided by the density of states at the Fermi level, is χ₁(x) = ln|(1+x)/(1−x)| / (2x). It equals 2.625 at x = 1.01, close to ½ ln 2 − ½ ln|x−1| = 2.649. With the closed forms of the response in one, two and three dimensions taken as definitions, the difference between these two expressions vanishes as x → 1, the slope of the three-dimensional response diverges with the same logarithm, and the two-dimensional response, constant up to x = 1, falls off as a square root just above it.

```lean
import Mathlib

open Filter Topology Set

namespace KohnAnomalyRates

noncomputable section

/-- The logarithm `ln |(1+x)/(1-x)|` of the reduced wave vector `x = q / 2k_F`. -/
def Lg (x : ℝ) : ℝ := Real.log |(1 + x) / (1 - x)|

/-- Static Lindhard function of the one-dimensional electron gas. -/
def chi1 (x : ℝ) : ℝ := Lg x / (2 * x)

/-- Static Lindhard function of the two-dimensional electron gas. -/
def chi2 (x : ℝ) : ℝ := if |x| ≤ 1 then 1 else 1 - √(1 - 1 / x ^ 2)

/-- Static Lindhard function of the three-dimensional electron gas. -/
def chi3 (x : ℝ) : ℝ := 1 / 2 + (1 - x ^ 2) * Lg x / (4 * x)

/-- For `x ≠ 1` close to 1, `x` is positive and `Lg x = ln (1+x) - ln |x-1|`. -/
theorem Lg_near_one : ∀ᶠ x in 𝓝[≠] (1 : ℝ),
    0 < x ∧ x ≠ 1 ∧ Lg x = Real.log (1 + x) - Real.log |x - 1| := by
  filter_upwards [self_mem_nhdsWithin,
    mem_nhdsWithin_of_mem_nhds (Ioi_mem_nhds (one_pos : (0 : ℝ) < 1))] with x h1 h0
  have h0' : 0 < x := h0
  have h1' : x ≠ 1 := h1
  have ha : 1 + x ≠ 0 := by positivity
  have hb : 1 - x ≠ 0 := sub_ne_zero.mpr h1'.symm
  refine ⟨h0', h1', ?_⟩
  rw [Lg, Real.log_abs, Real.log_div ha hb, Real.log_abs, ← Real.log_neg_eq_log (x - 1), neg_sub]

/-- The product `(x-1) ln |x-1|` tends to zero as `x → 1`. -/
theorem mul_log_tendsto :
    Tendsto (fun x : ℝ => (x - 1) * Real.log |x - 1|) (𝓝[≠] 1) (𝓝 0) := by
  have hs : Continuous (fun x : ℝ => x - 1) := by fun_prop
  have h : Continuous (fun x : ℝ => (x - 1) * Real.log (x - 1)) :=
    Real.continuous_mul_log.comp hs
  simp only [Real.log_abs]
  exact (h.tendsto' 1 0 (by simp)).mono_left nhdsWithin_le_nhds

/-- In one dimension `chi1 x + (1/2) ln |x-1|` tends to `(ln 2)/2` as `x → 1`. -/
theorem chi1_expansion :
    Tendsto (fun x => chi1 x + Real.log |x - 1| / 2) (𝓝[≠] 1) (𝓝 (Real.log 2 / 2)) := by
  have h1 : ContinuousAt (fun x : ℝ => Real.log (1 + x) / (2 * x)) 1 := by
    fun_prop (disch := norm_num)
  have h2 : ContinuousAt (fun x : ℝ => 1 / (2 * x)) 1 := by fun_prop (disch := norm_num)
  -- a continuous part plus a term carrying `(x-1) ln |x-1|`
  have h : Tendsto (fun x : ℝ => Real.log (1 + x) / (2 * x)
      + (x - 1) * Real.log |x - 1| * (1 / (2 * x))) (𝓝[≠] 1)
      (𝓝 (Real.log (1 + 1) / (2 * 1) + 0 * (1 / (2 * 1)))) :=
    (h1.tendsto.mono_left nhdsWithin_le_nhds).add
      (mul_log_tendsto.mul (h2.tendsto.mono_left nhdsWithin_le_nhds))
  have e : Real.log (1 + 1) / (2 * 1) + 0 * (1 / (2 * 1)) = Real.log 2 / 2 := by norm_num
  rw [e] at h
  refine h.congr' ?_
  filter_upwards [Lg_near_one] with x ⟨h0, _, hL⟩
  have hx : x ≠ 0 := h0.ne'
  rw [chi1, hL]
  field_simp
  ring

/-- In two dimensions `1 - chi2 x = √(x-1) √(x+1) / x` for `x > 1`. -/
theorem one_sub_chi2 {x : ℝ} (hx : 1 < x) : 1 - chi2 x = √(x - 1) * √(x + 1) / x := by
  have h0 : 0 < x := by linarith
  have hm : 0 ≤ x - 1 := by linarith
  have hn : ¬ |x| ≤ 1 := by rw [abs_of_pos h0]; linarith
  have e : 1 - 1 / x ^ 2 = (x - 1) * (x + 1) / x ^ 2 := by
    field_simp
    ring
  rw [chi2, if_neg hn, e, Real.sqrt_div' _ (sq_nonneg x), Real.sqrt_sq h0.le, Real.sqrt_mul hm]
  ring

/-- For `x > 1` the slope of `chi2` is `-1 / (x² √(x-1) √(x+1))`. -/
theorem hasDerivAt_chi2 {x : ℝ} (hx : 1 < x) :
    HasDerivAt chi2 (-1 / (x ^ 2 * √(x - 1) * √(x + 1))) x := by
  have h0 : 0 < x := by linarith
  have hx0 : x ≠ 0 := h0.ne'
  have hn : ∀ y : ℝ, 1 < y → ¬ |y| ≤ 1 := fun y hy => by
    rw [abs_of_pos (by linarith : 0 < y)]; linarith
  have hs : √(1 - 1 / x ^ 2) = √(x - 1) * √(x + 1) / x := by
    have h := one_sub_chi2 hx
    rw [chi2, if_neg (hn x hx)] at h
    linarith
  have hp : HasDerivAt (fun y : ℝ => y ^ 2) (2 * x) x :=
    (hasDerivAt_pow 2 x).congr_deriv (by norm_num)
  have hu : HasDerivAt (fun y : ℝ => 1 - 1 / y ^ 2) (2 / x ^ 3) x :=
    (((hasDerivAt_const x (1 : ℝ)).fun_div hp (pow_ne_zero 2 hx0)).const_sub 1).congr_deriv
      (by field_simp; ring)
  have hlt : 1 / x ^ 2 < 1 := by rw [div_lt_one (by positivity)]; nlinarith
  have ha : √(x - 1) ≠ 0 := (Real.sqrt_pos.mpr (by linarith)).ne'
  have hb : √(x + 1) ≠ 0 := (Real.sqrt_pos.mpr (by linarith)).ne'
  have hd : HasDerivAt (fun y : ℝ => 1 - √(1 - 1 / y ^ 2))
      (-(2 / x ^ 3 / (2 * √(1 - 1 / x ^ 2)))) x :=
    (hu.sqrt (sub_pos.mpr hlt).ne').const_sub 1
  -- near `x` the function `chi2` is given by its outer branch
  have hev : chi2 =ᶠ[𝓝 x] fun y : ℝ => 1 - √(1 - 1 / y ^ 2) := by
    filter_upwards [Ioi_mem_nhds hx] with y hy
    rw [chi2, if_neg (hn y hy)]
  refine (hd.congr_of_eventuallyEq hev).congr_deriv ?_
  rw [hs]
  field_simp

/-- In two dimensions `√(x-1)` times the slope of `chi2` tends to `-1/√2` as `x` decreases
to 1. -/
theorem chi2_slope :
    Tendsto (fun x => √(x - 1) * deriv chi2 x) (𝓝[>] 1) (𝓝 (-1 / √2)) := by
  have h1 : ContinuousAt (fun x : ℝ => -1 / (x ^ 2 * √(x + 1))) 1 := by
    fun_prop (disch := norm_num)
  have h : Tendsto (fun x : ℝ => -1 / (x ^ 2 * √(x + 1))) (𝓝[>] 1)
      (𝓝 (-1 / (1 ^ 2 * √(1 + 1)))) := h1.tendsto.mono_left nhdsWithin_le_nhds
  have e : -1 / (1 ^ 2 * √(1 + 1)) = -1 / √2 := by norm_num
  rw [e] at h
  refine h.congr' ?_
  filter_upwards [self_mem_nhdsWithin] with x hx
  have hx' : 1 < x := hx
  have hx0 : x ≠ 0 := by positivity
  have ha : √(x - 1) ≠ 0 := (Real.sqrt_pos.mpr (by linarith)).ne'
  have hb : √(x + 1) ≠ 0 := (Real.sqrt_pos.mpr (by linarith)).ne'
  rw [(hasDerivAt_chi2 hx').deriv]
  field_simp

/-- Away from `x = 0, ±1` the slope of `chi3` is `1/(2x) - (1+x²) Lg x / (4x²)`. -/
theorem hasDerivAt_chi3 {x : ℝ} (h0 : x ≠ 0) (ha : 1 + x ≠ 0) (hb : 1 - x ≠ 0) :
    HasDerivAt chi3 (1 / (2 * x) - (1 + x ^ 2) * Lg x / (4 * x ^ 2)) x := by
  have hfun : Lg = fun y => Real.log ((1 + y) / (1 - y)) := funext fun y => Real.log_abs _
  have hA : HasDerivAt (fun y : ℝ => 1 + y) 1 x := (hasDerivAt_id' x).const_add 1
  have hB : HasDerivAt (fun y : ℝ => 1 - y) (-1) x := (hasDerivAt_id' x).const_sub 1
  have hL : HasDerivAt Lg (2 / ((1 + x) * (1 - x))) x := by
    rw [hfun]
    refine ((hA.fun_div hB hb).log (div_ne_zero ha hb)).congr_deriv ?_
    field_simp
    ring
  have hn : HasDerivAt (fun y : ℝ => 1 - y ^ 2) (-(2 * x)) x :=
    ((hasDerivAt_pow 2 x).const_sub 1).congr_deriv (by norm_num)
  have hd : HasDerivAt (fun y : ℝ => 4 * y) 4 x :=
    ((hasDerivAt_id' x).const_mul 4).congr_deriv (by norm_num)
  show HasDerivAt (fun y => 1 / 2 + (1 - y ^ 2) * Lg y / (4 * y)) _ x
  refine (((hn.fun_mul hL).fun_div hd (mul_ne_zero four_ne_zero h0)).const_add
    (1 / 2)).congr_deriv ?_
  field_simp
  ring

/-- In three dimensions `(chi3 x - 1/2)/(x-1) - (1/2) ln |x-1|` tends to `-(ln 2)/2`
as `x → 1`. -/
theorem chi3_expansion :
    Tendsto (fun x => (chi3 x - 1 / 2) / (x - 1) - Real.log |x - 1| / 2) (𝓝[≠] 1)
      (𝓝 (-(Real.log 2 / 2))) := by
  have h1 : ContinuousAt (fun x : ℝ => -(1 + x) / 2) 1 := by fun_prop (disch := norm_num)
  have h : Tendsto (fun x : ℝ => -(1 + x) / 2 * (chi1 x + Real.log |x - 1| / 2)
      + (x - 1) * Real.log |x - 1| / 4) (𝓝[≠] 1)
      (𝓝 (-(1 + 1) / 2 * (Real.log 2 / 2) + 0 / 4)) :=
    ((h1.tendsto.mono_left nhdsWithin_le_nhds).mul chi1_expansion).add
      (mul_log_tendsto.div_const 4)
  have e : -(1 + 1) / 2 * (Real.log 2 / 2) + 0 / 4 = -(Real.log 2 / 2) := by ring
  rw [e] at h
  refine h.congr' ?_
  filter_upwards [Lg_near_one] with x ⟨h0, h1, _⟩
  have hx : x ≠ 0 := h0.ne'
  have hm : x - 1 ≠ 0 := sub_ne_zero.mpr h1
  rw [chi1, chi3]
  field_simp
  ring

/-- In three dimensions the slope of `chi3` minus `(1/2) ln |x-1|` tends to `(1 - ln 2)/2`
as `x → 1`. -/
theorem chi3_slope :
    Tendsto (fun x => deriv chi3 x - Real.log |x - 1| / 2) (𝓝[≠] 1)
      (𝓝 ((1 - Real.log 2) / 2)) := by
  have h1 : ContinuousAt (fun x : ℝ => 1 / (2 * x)) 1 := by fun_prop (disch := norm_num)
  have h2 : ContinuousAt (fun x : ℝ => (1 + x ^ 2) / (2 * x)) 1 := by
    fun_prop (disch := norm_num)
  have h3 : ContinuousAt (fun x : ℝ => (x - 1) / (4 * x)) 1 := by fun_prop (disch := norm_num)
  have h : Tendsto (fun x : ℝ => 1 / (2 * x)
      - (1 + x ^ 2) / (2 * x) * (chi1 x + Real.log |x - 1| / 2)
      + (x - 1) * Real.log |x - 1| * ((x - 1) / (4 * x))) (𝓝[≠] 1)
      (𝓝 (1 / (2 * 1) - (1 + 1 ^ 2) / (2 * 1) * (Real.log 2 / 2) + 0 * ((1 - 1) / (4 * 1)))) :=
    ((h1.tendsto.mono_left nhdsWithin_le_nhds).sub
      ((h2.tendsto.mono_left nhdsWithin_le_nhds).mul chi1_expansion)).add
      (mul_log_tendsto.mul (h3.tendsto.mono_left nhdsWithin_le_nhds))
  have e : 1 / (2 * 1) - (1 + 1 ^ 2) / (2 * 1) * (Real.log 2 / 2) + 0 * ((1 - 1) / (4 * 1))
      = (1 - Real.log 2) / 2 := by ring
  rw [e] at h
  refine h.congr' ?_
  filter_upwards [Lg_near_one] with x ⟨h0, h1, _⟩
  have hx : x ≠ 0 := h0.ne'
  rw [(hasDerivAt_chi3 hx (by positivity) (sub_ne_zero.mpr h1.symm)).deriv, chi1]
  field_simp
  ring

/-- Leading singular behaviour at `x = 1`: `chi1 / ln |x-1| → -1/2`; from above
`(1 - chi2)/√(x-1) → √2`; `(chi3 - 1/2)/((x-1) ln |x-1|) → 1/2`; `chi3' / ln |x-1| → 1/2`. -/
theorem lindhard_singularity_rates :
    Tendsto (fun x => chi1 x / Real.log |x - 1|) (𝓝[≠] 1) (𝓝 (-1 / 2)) ∧
    Tendsto (fun x => (1 - chi2 x) / √(x - 1)) (𝓝[>] 1) (𝓝 √2) ∧
    Tendsto (fun x => (chi3 x - 1 / 2) / ((x - 1) * Real.log |x - 1|)) (𝓝[≠] 1) (𝓝 (1 / 2)) ∧
    Tendsto (fun x => deriv chi3 x / Real.log |x - 1|) (𝓝[≠] 1) (𝓝 (1 / 2)) := by
  have hs : Tendsto (fun x : ℝ => x - 1) (𝓝[≠] 1) (𝓝[≠] 0) := by
    have hc : Continuous (fun x : ℝ => x - 1) := by fun_prop
    refine tendsto_nhdsWithin_iff.mpr
      ⟨(hc.tendsto' 1 0 (by simp)).mono_left nhdsWithin_le_nhds, ?_⟩
    filter_upwards [Lg_near_one] with x ⟨_, h1, _⟩
    exact sub_ne_zero.mpr h1
  have hl : Tendsto (fun x : ℝ => Real.log |x - 1|) (𝓝[≠] 1) atBot := by
    simp only [Real.log_abs]
    exact Real.tendsto_log_nhdsNE_zero.comp hs
  -- a convergent remainder is negligible against the divergent logarithm
  have key : ∀ (f : ℝ → ℝ) (c a : ℝ),
      Tendsto (fun x => f x - c * Real.log |x - 1|) (𝓝[≠] 1) (𝓝 a) →
      Tendsto (fun x => f x / Real.log |x - 1|) (𝓝[≠] 1) (𝓝 c) := by
    intro f c a h
    have h2 := (h.div_atBot hl).add_const c
    rw [zero_add] at h2
    refine h2.congr' ?_
    filter_upwards [hl.eventually (eventually_lt_atBot 0)] with x hx
    have hne : Real.log |x - 1| ≠ 0 := ne_of_lt hx
    rw [sub_div, mul_div_assoc, div_self hne]
    ring
  refine ⟨key chi1 _ _ (chi1_expansion.congr fun x => by ring), ?_, ?_,
    key (deriv chi3) _ _ (chi3_slope.congr fun x => by ring)⟩
  · have h1 : ContinuousAt (fun x : ℝ => √(x + 1) / x) 1 := by fun_prop (disch := norm_num)
    have h : Tendsto (fun x : ℝ => √(x + 1) / x) (𝓝[>] 1) (𝓝 (√(1 + 1) / 1)) :=
      h1.tendsto.mono_left nhdsWithin_le_nhds
    have e : √(1 + 1) / 1 = √2 := by norm_num
    rw [e] at h
    refine h.congr' ?_
    filter_upwards [self_mem_nhdsWithin] with x hx
    have hx' : 1 < x := hx
    have ha : √(x - 1) ≠ 0 := (Real.sqrt_pos.mpr (by linarith)).ne'
    rw [one_sub_chi2 hx', div_right_comm, mul_div_cancel_left₀ _ ha]
  · exact (key (fun x => (chi3 x - 1 / 2) / (x - 1)) (1 / 2) _
      (chi3_expansion.congr fun x => by ring)).congr fun x => div_div _ _ _

end

end KohnAnomalyRates
```
```lean
#print axioms KohnAnomalyRates.chi2_slope
#print axioms KohnAnomalyRates.lindhard_singularity_rates
```

```
'KohnAnomalyRates.chi2_slope' depends on axioms: [propext, Classical.choice, Quot.sound]
'KohnAnomalyRates.lindhard_singularity_rates' depends on axioms: [propext, Classical.choice, Quot.sound]
```

## The three functions and the four limits

Write l(x) = ln|x−1|, which is `Real.log |x - 1|` in the code. The definitions `Lg`, `chi1`, `chi2` and `chi3` are real functions of the real variable x:

Lg(x) = ln|(1+x)/(1−x)|

χ₁(x) = Lg(x)/(2x)

χ₂(x) = 1 for |x| ≤ 1, and χ₂(x) = 1 − √(1 − 1/x²) for |x| > 1

χ₃(x) = 1/2 + (1−x²) Lg(x)/(4x)

Each χ is the static response of a gas with a parabolic band, divided by the density of states at the Fermi level and taken with positive sign, the convention in which it approaches 1 at long wavelength. The point x = 1 is the wave vector q = 2k_F that spans the Fermi surface. The formulas are not derived from the sum over electron states. Finite temperature, finite frequency, band structure and electron–electron interaction are absent.

`Tendsto f (𝓝[≠] 1) (𝓝 c)` says that f(x) → c as x → 1 from both sides with x ≠ 1, and `𝓝[>] 1` restricts the approach to x > 1. Leaving out the point matters, since Lean's division by zero gives `Lg 1` the value 0. The theorem `lindhard_singularity_rates` has no hypotheses and states four limits:

χ₁(x)/l(x) → −1/2 (both sides)

(1 − χ₂(x))/√(x−1) → √2 (from above)

(χ₃(x) − 1/2)/((x−1) l(x)) → 1/2 (both sides)

χ₃′(x)/l(x) → 1/2 (both sides)

The second limit is one-sided because 1 − χ₂ is zero by definition for 0 ≤ x ≤ 1. The theorems `chi1_expansion`, `chi3_expansion` and `chi3_slope` add the constant terms behind the three logarithmic limits, and `chi2_slope` gives the rate at which the slope of χ₂ diverges.

Since l → −∞, one reads off that χ₁ → +∞ and that χ₃′ → −∞, and since (x−1) l → 0, that χ₃ → 1/2; these three consequences, like the long-wavelength value 1 and the numbers at x = 1.01, are not theorems of the file. The ratios with l settle slowly, because their leading correction is a constant divided by l: at x = 1.01 the first one is −0.570.

In a free-electron model of a metal with linear screening, the effective ion–ion interaction depends on χ, so the non-analytic point at q = 2k_F is carried into the phonon dispersion as the Kohn anomaly, at phonon wave vectors that differ from a vector of length 2k_F by a reciprocal lattice vector, which may be zero. The theorems concern the response functions alone, and no dynamical matrix or phonon frequency appears in them.

## One dimension

For x > 0 and x ≠ 1 the logarithm of the quotient splits:

Lg(x) = ln(1+x) − l(x)

Call R(x) = χ₁(x) + l(x)/2. Substituting the split and collecting the terms in l, with −1/(2x) + 1/2 = (x−1)/(2x), gives

R(x) = ln(1+x)/(2x) + (x−1) l(x) · 1/(2x)

The first term is continuous at x = 1 with value ½ ln 2. In the second, t ln|t| → 0 as t = x − 1 → 0, and 1/(2x) → 1/2. Hence

R(x) → ½ ln 2

`Lg_near_one` supplies the split, together with x > 0 and x ≠ 1, for all x in a punctured neighbourhood of 1. `mul_log_tendsto` is the limit of (x−1) l(x); it composes `Real.continuous_mul_log` with x − 1, using that Mathlib's logarithm of a negative number is the logarithm of its absolute value. In `chi1_expansion` the step `h` is the limit of the right-hand side, and `h.congr'` transfers it to R, which agrees with that expression near 1; `field_simp` and `ring` check the agreement. The three-dimensional expansions have the same shape.

## Two dimensions

For x > 1, 1 − 1/x² = (x−1)(x+1)/x², and all three factors are positive, so

1 − χ₂(x) = √(x−1) √(x+1) / x

This identity is `one_sub_chi2`. Dividing by √(x−1) leaves √(x+1)/x, which is continuous at 1 with value √2; the first bullet in the proof of the main theorem does this. For the slope put u = 1 − 1/x², so that u′ = 2/x³ and χ₂ = 1 − √u:

χ₂′ = −u′/(2√u) = −(1/x³) · x/(√(x−1) √(x+1)) = −1/(x² √(x−1) √(x+1))

√(x−1) χ₂′(x) = −1/(x² √(x+1)) → −1/√2

In `hasDerivAt_chi2`, `hu` is u′, `hd` is the chain rule for the root, and `hs` rewrites √u. The step `hev` records that `chi2` coincides with its outer branch on a whole neighbourhood of any x > 1, which lets the derivative of the branch pass to the piecewise function. `chi2_slope` then cancels √(x−1) and uses continuity.

## Three dimensions

Factoring 1 − x² relates χ₃ to χ₁:

χ₃ − 1/2 = (1−x)(1+x) Lg/(4x) = −(x−1) · (1+x)/2 · χ₁

Dividing by x − 1, inserting χ₁ = R − l/2 and subtracting l/2, with (1+x)/4 − 1/2 = (x−1)/4, gives

(χ₃ − 1/2)/(x−1) − l/2 = −(1+x)/2 · R + (x−1) l/4 → −½ ln 2

This is `chi3_expansion`. For the derivative at x ≠ 0, ±1, two ingredients are needed:

Lg′ = 1/(1+x) + 1/(1−x) = 2/((1+x)(1−x))

d/dx [(1−x²)/(4x)] = −1/(4x²) − 1/4 = −(1+x²)/(4x²)

In the product rule the pole of Lg′ cancels against 1 − x² and leaves 1/(2x), so

χ₃′ = 1/(2x) − (1+x²) Lg/(4x²) = 1/(2x) − (1+x²)/(2x) · χ₁

`hasDerivAt_chi3` proves the first form, with `hL` for Lg′; it differentiates the numerator (1−x²) Lg as a product, divides by 4x with the quotient rule, and simplifies. Inserting χ₁ = R − l/2 again, with (1+x²)/(4x) − 1/2 = (x−1)²/(4x):

χ₃′ − l/2 = 1/(2x) − (1+x²)/(2x) · R + (x−1) l · (x−1)/(4x) → 1/2 − ½ ln 2 + 0 = (1 − ln 2)/2

In `chi3_slope`, `deriv chi3 x` is replaced near 1 by the value from `hasDerivAt_chi3`, so it is the true derivative of χ₃ at every point that enters the limit.

## From expansions to ratios

Let f be a function and c, a constants with f − c l → a. Wherever l ≠ 0,

f/l = (f − c l)/l + c

and the first term tends to zero because its numerator converges while l → −∞. So f/l → c. In the main theorem `hs` shows that x − 1 approaches 0 without reaching it, `hl` deduces l → −∞, and `key` is the argument just given, with l < 0 near 1 permitting the division. It is applied with f = χ₁ and c = −1/2, with f = (χ₃ − 1/2)/(x−1) and c = 1/2, and with f = χ₃′ and c = 1/2.
